# Helicity-resolved absorption in a gapped Dirac valley gives the metric trace and Berry curvature of its valence band

A code can compute circular dichroism in one routine and Berry curvature in another, with a sign error in one of them, and still produce plausible maps. Swapping the two helicities leaves the total absorption unchanged, so the total does not reveal that the valleys have been interchanged. For the massive Dirac model, two identities at each momentum tie the outputs together, sign and prefactor included.

## Two identities and a dark helicity

With $\hbar=1$, valley index $\tau=\pm1$, velocity $v$, mass $m$ and momentum $\mathbf k=(k_x,k_y)$, let

$$H=v(\tau k_x\sigma_x+k_y\sigma_y)+m\sigma_z,\qquad E=\sqrt{m^2+v^2k^2}>0 .$$

The conduction and valence projectors are $P_\pm=(1\pm H/E)/2$. For helicity $s=\pm1$, the vertex $V_s=\partial_xH+is\,\partial_yH=v(\tau\sigma_x+is\sigma_y)$ gives the absorption strength

$$A_s=\mathrm{tr}(P_+V_sP_-V_s^\dagger)=v^2\left(1+\frac{s\tau m}{E}\right)^2 .$$

Write $P=P_-$, $\mathrm{tr}\,g=\tfrac12\sum_i\mathrm{tr}(\partial_iP)^2$ for the metric trace and $\Omega=i\,\mathrm{tr}(P[\partial_xP,\partial_yP])$ for the Berry curvature. Then

$$A_++A_-=8E^2\,\mathrm{tr}\,g,\qquad A_+-A_-=8E^2\,\Omega .$$

If $v\ne0$, helicity $s$ is dark exactly when $\mathbf k=0$ and $s\tau m<0$.

## Dichroism inferred from curvature

In this two-band model of non-interacting electrons, the second identity converts the Berry curvature at $\mathbf k$ into the difference between the two helicity absorptions. The prefactor is $2(2E)^2$, where $2E$ is the gap at $\mathbf k$; putting $E$ in place of the gap loses a factor of four. The vertex $V_s$ belongs to the unnormalised polarisation $(1,is)$ with time factor $e^{-i\omega t}$ at light frequency $\omega$. This is helicity $s$ for light travelling along $+z$; for light travelling along $-z$ the two labels swap. With the unit vector $(1,is)/\sqrt2$ both absorptions are halved and the prefactor becomes $(2E)^2$.

For a numerical check, take $v=\tau=1$, $m=3$, $\mathbf k=(4,0)$, so $E=5$. Then $A_+=(8/5)^2=2.56$ and $A_-=(2/5)^2=0.16$. Geometry gives $\mathrm{tr}\,g=0.0136$ and $\Omega=0.012$. Multiplied by $8E^2=200$, these become $2.72$ and $2.40$, the sum and the difference of the absorptions.

## From matrix elements to geometry

Since $H^2=E^2$, we have $HP_\pm=\pm EP_\pm$ and $P_\pm^2=P_\pm$. The vertex is

$$V_s=v\begin{pmatrix}0&\tau+s\\ \tau-s&0\end{pmatrix}.$$

One entry vanishes and the other has modulus $2|v|$. With basis indices 0 and 1, $s=\tau$ gives

$$A_s=4v^2(P_+)_{00}(P_-)_{11}=v^2(1+m/E)^2,$$

and $s=-\tau$ gives $4v^2(P_+)_{11}(P_-)_{00}=v^2(1-m/E)^2$.

For the geometry, set $\mathbf d=(v\tau k_x,vk_y,m)$, so $H=\mathbf d\cdot\boldsymbol\sigma$. As $\partial_i(-1/E)=v^2k_i/E^3$,

$$\partial_iP=\mathbf a_i\cdot\boldsymbol\sigma,\qquad \mathbf a_i=\frac12\left(\frac{v^2k_i}{E^3}\mathbf d-\frac{\partial_i\mathbf d}{E}\right).$$

Using $\mathbf d\cdot\partial_i\mathbf d=v^2k_i$ and $|\partial_i\mathbf d|^2=v^2$,

$$\mathrm{tr}(\partial_iP)^2=2|\mathbf a_i|^2=\frac12\left(\frac{v^2}{E^2}-\frac{v^4k_i^2}{E^4}\right).$$

Summing over $i$, halving and inserting $v^2k^2=E^2-m^2$ gives

$$\mathrm{tr}\,g=\frac{v^2(1+m^2/E^2)}{4E^2}.$$

In the curvature, the identity part of $P$ multiplies a traceless commutator. The rest follows from $\mathrm{tr}(\mathbf d\cdot\boldsymbol\sigma[\mathbf a_x\cdot\boldsymbol\sigma,\mathbf a_y\cdot\boldsymbol\sigma])=4i\,\mathbf d\cdot(\mathbf a_x\times\mathbf a_y)$. Terms of $\mathbf a_i$ along $\mathbf d$ drop out, leaving $\mathbf d\cdot(\mathbf a_x\times\mathbf a_y)=\tau v^2m/(4E^2)$, and so

$$\Omega=i\left(-\frac1{2E}\right)4i\,\frac{\tau v^2m}{4E^2}=\frac{\tau v^2m}{2E^3}.$$

The absorptions have sum $2v^2(1+m^2/E^2)$ and difference $4\tau v^2m/E$, which are $8E^2\,\mathrm{tr}\,g$ and $8E^2\,\Omega$.

Finally, $A_s=0$ with $v\ne0$ requires $s\tau m=-E<0$. Squaring gives $m^2=E^2$, hence $\mathbf k=0$. Conversely, $\mathbf k=0$ and $s\tau m<0$ give $E=|m|=-s\tau m$, so $A_s=0$.

## The definitions and proofs in Lean

```lean
import Mathlib

open Matrix

namespace DiracValleyDichroism

noncomputable section

variable (v τ m kx ky : ℝ)

/-- The Pauli combination `x σx + y σy + z σz`. -/
def pauliVec (x y z : ℂ) : Matrix (Fin 2) (Fin 2) ℂ :=
  !![z, x - Complex.I * y; x + Complex.I * y, -z]

/-- The massive Dirac Hamiltonian `v (τ kx σx + ky σy) + m σz` of valley `τ`. -/
def ham : Matrix (Fin 2) (Fin 2) ℂ := pauliVec (v * τ * kx) (v * ky) m

/-- The band energy `E = √(m² + v² k²)`. -/
def energy : ℝ := √(m ^ 2 + v ^ 2 * (kx ^ 2 + ky ^ 2))

/-- The band projector `(1 + b H / E) / 2`, with `b = 1` for the conduction band and `b = -1`
for the valence band; its domain is `E > 0`. -/
def bandProj (b : ℝ) : Matrix (Fin 2) (Fin 2) ℂ :=
  (1 / 2 : ℂ) • (1 + ((b / energy v m kx ky : ℝ) : ℂ) • ham v τ m kx ky)

/-- The velocity vertex `V_s = v (τ σx + s i σy)` for light of helicity `s`. -/
def vel (s : ℝ) : Matrix (Fin 2) (Fin 2) ℂ := pauliVec (v * τ) (s * Complex.I * v) 0

/-- The interband absorption strength `tr (P₊ V_s P₋ V_s†)`, for `E > 0`. -/
def absorption (s : ℝ) : ℂ :=
  (bandProj v τ m kx ky 1 * vel v τ s * bandProj v τ m kx ky (-1) * (vel v τ s)ᴴ).trace

/-- The derivative of the valence projector along `kx`, entry by entry. -/
def dPx : Matrix (Fin 2) (Fin 2) ℂ :=
  Matrix.of fun i j => deriv (fun x => bandProj v τ m x ky (-1) i j) kx

/-- The derivative of the valence projector along `ky`, entry by entry. -/
def dPy : Matrix (Fin 2) (Fin 2) ℂ :=
  Matrix.of fun i j => deriv (fun y => bandProj v τ m kx y (-1) i j) ky

/-- The trace of the quantum metric, `(tr (∂xP)² + tr (∂yP)²) / 2`, of the valence band. -/
def metricTrace : ℂ :=
  1 / 2 * ((dPx v τ m kx ky * dPx v τ m kx ky).trace + (dPy v τ m kx ky * dPy v τ m kx ky).trace)

/-- The Berry curvature `i tr (P [∂xP, ∂yP])` of the valence band. -/
def berryCurvature : ℂ :=
  Complex.I * (bandProj v τ m kx ky (-1) *
    (dPx v τ m kx ky * dPy v τ m kx ky - dPy v τ m kx ky * dPx v τ m kx ky)).trace

/-- Pauli trace identities: two factors give twice the scalar product, and a factor times a
commutator gives `4i` times the triple product. -/
theorem pauliVec_traces (a b c a' b' c' x y z : ℂ) :
    (pauliVec a b c * pauliVec a' b' c').trace = 2 * (a * a' + b * b' + c * c') ∧
    (pauliVec x y z * (pauliVec a b c * pauliVec a' b' c' -
      pauliVec a' b' c' * pauliVec a b c)).trace =
      4 * Complex.I * (x * (b * c' - c * b') + y * (c * a' - a * c') + z * (a * b' - b * a')) := by
  constructor
  · simp only [pauliVec, Matrix.mul_fin_two, Matrix.trace_fin_two_of]
    linear_combination (-2 * b * b') * Complex.I_sq
  · simp [pauliVec, Matrix.trace_fin_two]
    ring

/-- For `E > 0` the matrices `P±` are idempotent and satisfy `H P± = ±E P±`. -/
theorem bandProj_spectral (hE : 0 < energy v m kx ky) (hτ : τ = 1 ∨ τ = -1)
    (b : ℝ) (hb : b = 1 ∨ b = -1) :
    ham v τ m kx ky * bandProj v τ m kx ky b =
      ((b * energy v m kx ky : ℝ) : ℂ) • bandProj v τ m kx ky b ∧
    bandProj v τ m kx ky b * bandProj v τ m kx ky b = bandProj v τ m kx ky b := by
  have hE0 : (energy v m kx ky : ℂ) ≠ 0 := by exact_mod_cast hE.ne'
  have hr : energy v m kx ky ^ 2 = m ^ 2 + v ^ 2 * (kx ^ 2 + ky ^ 2) :=
    Real.sq_sqrt (by positivity)
  have hq : (energy v m kx ky : ℂ) ^ 2 = m ^ 2 + v ^ 2 * (kx ^ 2 + ky ^ 2) := by
    exact_mod_cast hr
  -- the Dirac Hamiltonian squares to `E²`
  have hHH : ham v τ m kx ky * ham v τ m kx ky = ((energy v m kx ky : ℂ) ^ 2) • 1 := by
    rw [hq]
    rcases hτ with rfl | rfl <;> ext i j <;> fin_cases i <;> fin_cases j <;>
      simp [ham, pauliVec, Matrix.mul_apply, Fin.sum_univ_two] <;> ring_nf <;>
      simp only [Complex.I_sq] <;> ring
  constructor <;> rcases hb with rfl | rfl <;>
    simp only [bandProj, smul_mul_assoc, mul_smul_comm, mul_add, add_mul, one_mul, mul_one,
      hHH] <;> push_cast <;> match_scalars <;> field_simp <;> ring

/-- The slope of `-1/E` along `kx` is `v² kx / E³`. -/
theorem hasDerivAt_weight (hE : 0 < energy v m kx ky) :
    HasDerivAt (fun x => -1 / energy v m x ky) (v ^ 2 * kx / energy v m kx ky ^ 3) kx := by
  have hq : HasDerivAt (fun x : ℝ => m ^ 2 + v ^ 2 * (x ^ 2 + ky ^ 2)) (v ^ 2 * (2 * kx)) kx :=
    ((((hasDerivAt_pow 2 kx).add_const (ky ^ 2)).const_mul (v ^ 2)).const_add
      (m ^ 2)).congr_deriv (by norm_num)
  have hs : HasDerivAt (fun x => energy v m x ky)
      (v ^ 2 * (2 * kx) / (2 * energy v m kx ky)) kx := hq.sqrt (Real.sqrt_pos.mp hE).ne'
  have hE0 := hE.ne'
  refine ((hasDerivAt_const kx (-1 : ℝ)).fun_div hs hE0).congr_deriv ?_
  field_simp
  ring

/-- Product rule for a matrix `(1 + w(t) (A + t B)) / 2`, entry by entry. -/
theorem hasDerivAt_entry (A B : Matrix (Fin 2) (Fin 2) ℂ) {w : ℝ → ℝ} {w' k : ℝ}
    (hw : HasDerivAt w w' k) (i j : Fin 2) :
    HasDerivAt (fun t : ℝ => ((1 / 2 : ℂ) • (1 + (w t : ℂ) • (A + (t : ℂ) • B))) i j)
      (((1 / 2 : ℂ) • ((w' : ℂ) • (A + (k : ℂ) • B) + (w k : ℂ) • B)) i j) k := by
  have ht : HasDerivAt (fun t : ℝ => (t : ℂ)) 1 k := by
    simpa using (hasDerivAt_id k).ofReal_comp
  have h := ((hw.ofReal_comp.fun_mul ((ht.mul_const (B i j)).const_add (A i j))).const_add
    ((1 : Matrix (Fin 2) (Fin 2) ℂ) i j)).const_mul (1 / 2 : ℂ)
  simp only [Matrix.smul_apply, Matrix.add_apply, smul_eq_mul]
  exact h.congr_deriv (by ring)

/-- For `E > 0` the valence projector is differentiable along `kx` and `ky`, with the
derivatives shown. -/
theorem hasDerivAt_valence (hE : 0 < energy v m kx ky) (i j : Fin 2) :
    HasDerivAt (fun x => bandProj v τ m x ky (-1) i j)
      (((1 / 2 : ℂ) • (((v ^ 2 * kx / energy v m kx ky ^ 3 : ℝ) : ℂ) • ham v τ m kx ky +
        ((-1 / energy v m kx ky : ℝ) : ℂ) • pauliVec (v * τ) 0 0)) i j) kx ∧
    HasDerivAt (fun y => bandProj v τ m kx y (-1) i j)
      (((1 / 2 : ℂ) • (((v ^ 2 * ky / energy v m kx ky ^ 3 : ℝ) : ℂ) • ham v τ m kx ky +
        ((-1 / energy v m kx ky : ℝ) : ℂ) • pauliVec 0 v 0)) i j) ky := by
  have hx : ∀ x : ℝ, pauliVec 0 (v * ky) m + (x : ℂ) • pauliVec (v * τ) 0 0 =
      ham v τ m x ky := by
    intro x
    ext i j
    fin_cases i <;> fin_cases j <;> simp [ham, pauliVec] <;> ring
  have hy : ∀ y : ℝ, pauliVec (v * τ * kx) 0 m + (y : ℂ) • pauliVec 0 v 0 =
      ham v τ m kx y := by
    intro y
    ext i j
    fin_cases i <;> fin_cases j <;> simp [ham, pauliVec] <;> ring
  -- the energy is symmetric in the two momenta
  have hswap : ∀ a b : ℝ, energy v m a b = energy v m b a := by
    intro a b
    unfold energy
    congr 1
    ring
  constructor
  · have h := hasDerivAt_entry (pauliVec 0 (v * ky) m) (pauliVec (v * τ) 0 0)
      (hasDerivAt_weight v m kx ky hE) i j
    simp only [hx] at h
    exact h
  · have hw := hasDerivAt_weight v m ky kx (by rwa [hswap])
    have hf : (fun y => -1 / energy v m y kx) = fun y => -1 / energy v m kx y := by
      funext y
      rw [hswap y kx]
    rw [hf, hswap ky kx] at hw
    have h := hasDerivAt_entry (pauliVec (v * τ * kx) 0 m) (pauliVec 0 v 0) hw i j
    simp only [hy] at h
    exact h

/-- The absorption strength for helicity `s` in valley `τ` is `v² (1 + s τ m / E)²`. -/
theorem absorption_eq (hτ : τ = 1 ∨ τ = -1) (s : ℝ) (hs : s = 1 ∨ s = -1) :
    absorption v τ m kx ky s =
      ((v ^ 2 * (1 + s * τ * m / energy v m kx ky) ^ 2 : ℝ) : ℂ) := by
  have hV : vel v τ s = !![0, (v : ℂ) * (τ + s); (v : ℂ) * (τ - s), 0] := by
    ext i j
    fin_cases i <;> fin_cases j <;> simp [vel, pauliVec]
    · linear_combination (-(s : ℂ) * v) * Complex.I_sq
    · linear_combination ((s : ℂ) * v) * Complex.I_sq
  have hV' : (vel v τ s)ᴴ = !![0, (v : ℂ) * (τ - s); (v : ℂ) * (τ + s), 0] := by
    rw [hV]
    ext i j
    fin_cases i <;> fin_cases j <;> simp [Matrix.conjTranspose_apply]
  have key : ∀ (p q : Matrix (Fin 2) (Fin 2) ℂ) (a b : ℂ),
      (p * !![0, a; b, 0] * q * !![0, b; a, 0]).trace =
        p 0 0 * q 1 1 * a ^ 2 + p 1 1 * q 0 0 * b ^ 2 +
          (p 0 1 * q 0 1 + p 1 0 * q 1 0) * (a * b) := by
    intro p q a b
    simp [Matrix.trace_fin_two, Matrix.mul_apply, Fin.sum_univ_two]
    ring
  have h00 : ∀ b : ℝ, bandProj v τ m kx ky b 0 0 = (1 + b / energy v m kx ky * m) / 2 := by
    intro b
    simp [bandProj, ham, pauliVec]
    ring
  have h11 : ∀ b : ℝ, bandProj v τ m kx ky b 1 1 = (1 - b / energy v m kx ky * m) / 2 := by
    intro b
    simp [bandProj, ham, pauliVec]
    ring
  -- one of the two off-diagonal entries of the vertex vanishes
  rw [absorption, hV', hV, key]
  simp only [h00, h11]
  rcases hτ with rfl | rfl <;> rcases hs with rfl | rfl <;> push_cast <;> ring

/-- For `E > 0` the valence band has metric trace `v² (1 + m²/E²) / (4E²)` and Berry curvature
`τ v² m / (2E³)`. -/
theorem valence_geometry (hE : 0 < energy v m kx ky) (hτ : τ = 1 ∨ τ = -1) :
    metricTrace v τ m kx ky = ((v ^ 2 * (1 + m ^ 2 / energy v m kx ky ^ 2) /
      (4 * energy v m kx ky ^ 2) : ℝ) : ℂ) ∧
    berryCurvature v τ m kx ky = ((τ * v ^ 2 * m / (2 * energy v m kx ky ^ 3) : ℝ) : ℂ) := by
  have hE0 : (energy v m kx ky : ℂ) ≠ 0 := by exact_mod_cast hE.ne'
  have hr : energy v m kx ky ^ 2 = m ^ 2 + v ^ 2 * (kx ^ 2 + ky ^ 2) :=
    Real.sq_sqrt (by positivity)
  have hq : (energy v m kx ky : ℂ) ^ 2 = m ^ 2 + v ^ 2 * (kx ^ 2 + ky ^ 2) := by
    exact_mod_cast hr
  have h1 : (energy v m kx ky : ℂ)⁻¹ ^ 2 * (m ^ 2 + v ^ 2 * (kx ^ 2 + ky ^ 2)) = 1 := by
    rw [← hq, ← mul_pow, inv_mul_cancel₀ hE0, one_pow]
  have hd := hasDerivAt_valence v τ m kx ky hE
  -- both derivatives as Pauli vectors
  have hx : dPx v τ m kx ky = pauliVec
      ((v ^ 2 * kx / energy v m kx ky ^ 3 * (v * τ * kx) - v * τ / energy v m kx ky) / 2)
      (v ^ 2 * kx / energy v m kx ky ^ 3 * (v * ky) / 2)
      (v ^ 2 * kx / energy v m kx ky ^ 3 * m / 2) := by
    ext i j
    refine (hd i j).1.deriv.trans ?_
    fin_cases i <;> fin_cases j <;> simp [ham, pauliVec] <;> ring
  have hy : dPy v τ m kx ky = pauliVec
      (v ^ 2 * ky / energy v m kx ky ^ 3 * (v * τ * kx) / 2)
      ((v ^ 2 * ky / energy v m kx ky ^ 3 * (v * ky) - v / energy v m kx ky) / 2)
      (v ^ 2 * ky / energy v m kx ky ^ 3 * m / 2) := by
    ext i j
    refine (hd i j).2.deriv.trans ?_
    fin_cases i <;> fin_cases j <;> simp [ham, pauliVec] <;> ring
  constructor
  · rw [metricTrace, hx, hy, (pauliVec_traces _ _ _ _ _ _ 0 0 0).1,
      (pauliVec_traces _ _ _ _ _ _ 0 0 0).1]
    rcases hτ with rfl | rfl <;> push_cast <;>
      linear_combination (1 / 4 * ((energy v m kx ky : ℂ)⁻¹ ^ 4 * v ^ 4 * (kx ^ 2 + ky ^ 2) -
        (energy v m kx ky : ℂ)⁻¹ ^ 2 * v ^ 2)) * h1
  · rw [berryCurvature, hx, hy, bandProj, ham, Matrix.smul_mul, add_mul, one_mul,
      Matrix.smul_mul, Matrix.trace_smul, Matrix.trace_add, Matrix.trace_smul,
      (pauliVec_traces _ _ _ _ _ _ _ _ _).2, Matrix.trace_sub, Matrix.trace_mul_comm, sub_self]
    simp only [smul_eq_mul]
    push_cast
    linear_combination (-(1 / 2) * (v : ℂ) ^ 2 * τ * m * (energy v m kx ky : ℂ)⁻¹ ^ 3) *
      Complex.I_sq

/-- For `E > 0` the sum of the two helicity absorptions is `8E²` times the metric trace, and
their difference is `8E²` times the Berry curvature. -/
theorem absorption_sum_and_difference (hE : 0 < energy v m kx ky) (hτ : τ = 1 ∨ τ = -1) :
    absorption v τ m kx ky 1 + absorption v τ m kx ky (-1) =
      8 * (energy v m kx ky : ℂ) ^ 2 * metricTrace v τ m kx ky ∧
    absorption v τ m kx ky 1 - absorption v τ m kx ky (-1) =
      8 * (energy v m kx ky : ℂ) ^ 2 * berryCurvature v τ m kx ky := by
  have hE0 : (energy v m kx ky : ℂ) ≠ 0 := by exact_mod_cast hE.ne'
  rw [absorption_eq v τ m kx ky hτ 1 (Or.inl rfl), absorption_eq v τ m kx ky hτ (-1) (Or.inr rfl),
    (valence_geometry v τ m kx ky hE hτ).1, (valence_geometry v τ m kx ky hE hτ).2]
  constructor <;> rcases hτ with rfl | rfl <;> push_cast <;> field_simp <;> ring

/-- For `v ≠ 0`, helicity `s` is not absorbed exactly when `k = 0` and `s τ m < 0`. -/
theorem absorption_eq_zero_iff (hv : v ≠ 0) (hτ : τ = 1 ∨ τ = -1) (s : ℝ)
    (hs : s = 1 ∨ s = -1) :
    absorption v τ m kx ky s = 0 ↔ kx = 0 ∧ ky = 0 ∧ s * τ * m < 0 := by
  have hst : (s * τ) ^ 2 = 1 := by
    rcases hτ with rfl | rfl <;> rcases hs with rfl | rfl <;> norm_num
  rw [absorption_eq v τ m kx ky hτ s hs, Complex.ofReal_eq_zero]
  constructor
  · intro h
    have h2 : 1 + s * τ * m / energy v m kx ky = 0 :=
      (pow_eq_zero_iff two_ne_zero).mp ((mul_eq_zero.mp h).resolve_left (pow_ne_zero 2 hv))
    have hE0 : energy v m kx ky ≠ 0 := by
      intro h0
      rw [h0] at h2
      simp at h2
    have hpos : 0 < energy v m kx ky := lt_of_le_of_ne (Real.sqrt_nonneg _) hE0.symm
    have h3 : s * τ * m = -energy v m kx ky := by
      have h4 : s * τ * m / energy v m kx ky = -1 := by linarith
      rw [div_eq_iff hE0] at h4
      linarith
    have hr : energy v m kx ky ^ 2 = m ^ 2 + v ^ 2 * (kx ^ 2 + ky ^ 2) :=
      Real.sq_sqrt (by positivity)
    -- the energy equals `|m|`, so the momentum vanishes
    have h5 : m ^ 2 = energy v m kx ky ^ 2 := by
      linear_combination (-m ^ 2) * hst + (s * τ * m - energy v m kx ky) * h3
    have hk : kx ^ 2 + ky ^ 2 = 0 :=
      (mul_eq_zero.mp (by linarith : v ^ 2 * (kx ^ 2 + ky ^ 2) = 0)).resolve_left
        (pow_ne_zero 2 hv)
    refine ⟨(pow_eq_zero_iff two_ne_zero).mp ?_, (pow_eq_zero_iff two_ne_zero).mp ?_, ?_⟩
    · linarith [sq_nonneg kx, sq_nonneg ky]
    · linarith [sq_nonneg kx, sq_nonneg ky]
    · linarith
  · rintro ⟨rfl, rfl, h⟩
    have hEn : energy v m 0 0 = -(s * τ * m) := by
      unfold energy
      rw [show m ^ 2 + v ^ 2 * ((0 : ℝ) ^ 2 + 0 ^ 2) = (-(s * τ * m)) ^ 2 by
        linear_combination (-m ^ 2) * hst]
      exact Real.sqrt_sq (by linarith)
    rw [hEn, div_neg, div_self h.ne]
    ring

end

end DiracValleyDichroism
```

```lean
#print axioms DiracValleyDichroism.bandProj_spectral
#print axioms DiracValleyDichroism.absorption_sum_and_difference
#print axioms DiracValleyDichroism.absorption_eq_zero_iff
```

```
'DiracValleyDichroism.bandProj_spectral' depends on axioms: [propext, Classical.choice, Quot.sound]
'DiracValleyDichroism.absorption_sum_and_difference' depends on axioms: [propext, Classical.choice, Quot.sound]
'DiracValleyDichroism.absorption_eq_zero_iff' depends on axioms: [propext, Classical.choice, Quot.sound]
```

## What is proved for a single two-band valley

The parameters are real numbers and the operators are explicit $2\times2$ complex matrices. `ham`, `energy` and `vel` encode $H$, $E$ and $V_s$; `bandProj` with `b = 1` or `b = -1` is $P_+$ or $P_-$. `metricTrace` and `berryCurvature` are built from `dPx` and `dPy`, the entrywise momentum derivatives of the valence projector, so their closed forms are proved and not put in by definition.

`bandProj_spectral` checks the projector relations. `hasDerivAt_weight` differentiates $-1/E$, `hasDerivAt_entry` supplies the product rule, and `hasDerivAt_valence` combines them. `valence_geometry` turns the derivatives into Pauli vectors, applies `pauliVec_traces`, and eliminates $k^2$ from the metric trace by `linear_combination`. In `absorption_eq`, `key` expands the trace and a case split on $\tau$ and $s$ removes the vanishing entry. `absorption_sum_and_difference` substitutes the closed forms; `absorption_eq_zero_iff` follows the last argument above.

The two identities assume `0 < energy v m kx ky`, a gap at the chosen momentum. `absorption_eq` and `absorption_eq_zero_iff` lack this hypothesis, but at $E=0$ they only reflect Lean's convention for division by zero and carry no physical meaning.

The condition $\tau=\pm1$ stands for an isotropic cone. With $\tau=2$, $v=m=1$ and $\mathbf k=0$, the projectors are $P_+=\mathrm{diag}(1,0)$ and $P_-=\mathrm{diag}(0,1)$, so $A_-=(2-1)^2=1$: the helicity that should be dark absorbs.

The absorption strength is a squared matrix element at one momentum. Occupations, energy conservation, the optical prefactor, excitons, trigonal warping and further bands are absent from the model.
